# For every positive even n, all pairs of n orbitals fit into n − 1 rounds of n/2 disjoint Jacobi rotations

With four orbitals, the six Jacobi rotations of a sweep fall into three rounds of two: $\{1,2\},\{3,4\}$, then $\{1,3\},\{2,4\}$, then $\{1,4\},\{2,3\}$. The two rotations of a round touch different orbitals, so I run them at the same time. With six orbitals I hoped for five rounds of three. I began with $\{1,4\},\{2,5\},\{3,6\}$, then $\{1,5\},\{2,6\},\{3,4\}$, then $\{1,6\},\{2,4\},\{3,5\}$. Now the unused pairs form two triangles, 1‑2‑3 and 4‑5‑6, and no three of them are disjoint. Was I unlucky, or do some even numbers of orbitals need extra, partly idle rounds?

## One orbital at the centre, the others on a circle

You were unlucky: a full schedule exists for every positive even number of orbitals. Take your four orbitals, put three on a circle as $0,1,2$ and the fourth at the centre, $c$. In round $r$ the centre meets $r$, and the other two, which are mirror images about the axis through $r$, meet each other:

- round 0: $\{c,0\},\{1,2\}$
- round 1: $\{c,1\},\{0,2\}$
- round 2: $\{c,2\},\{0,1\}$

In general let $n=2k+2$ and label the circle by the integers modulo $2k+1$. The partner of $x$ in round $r$ is
$$p_r(c)=r,\qquad p_r(r)=c,\qquad p_r(i)=2r-i\quad(i\neq r).$$

**Halving.** Since $2(k+1)=(2k+1)+1\equiv 1$, the equation $2r=a$ has exactly one solution, $r=(k+1)a$.

**Each round is a pairing.** The centre and $r$ exchange places. If $i\ne r$, then $2r-i\neq r$, and $2r-(2r-i)=i$, so meeting is mutual. Nobody meets itself: $2r-i=i$ would give $2i=2r$, hence $i=r$ by halving. Every index therefore lies in exactly one pair. Counting incidences of indices and pairs in two ways gives $n=2\times(\text{number of pairs})$, so there are $n/2$ pairs.

**Each pair occurs once.** The centre meets $j$ in round $j$ only. Distinct $i,j$ on the circle can meet only if $2r=i+j$, which has one solution. For that $r$ we have $r\neq i$, since $2i=i+j$ would force $i=j$; so $i$ does meet $j$ in that round.

**The rotations of a round commute.** Let $E_{ab}$ be the matrix with a single 1 at position $(a,b)$. Write the rotation as $J_{ij}(\theta)=1+N_{ij}(\theta)$ with
$$N_{ij}(\theta)=(\cos\theta-1)(E_{ii}+E_{jj})+\sin\theta\,(E_{ij}-E_{ji}).$$
A product $E_{ab}E_{cd}$ vanishes unless $b=c$. For disjoint pairs $\{i,j\}$ and $\{u,v\}$, both products of $N_{ij}(\theta)$ and $N_{uv}(\varphi)$ are therefore zero, and either order of the rotations gives $1+N_{ij}(\theta)+N_{uv}(\varphi)$.

**No shorter sweep of this kind exists.** Fix an orbital $i$. Each round gives it one partner, no partner repeats, and all $n-1$ others must appear. The number of rounds is therefore $n-1$.

## What the Lean statements say

The type `α` is the finite set of orbital labels. `Sym2 α` contains unordered pairs, including the diagonal ones $\{i,i\}$, which `IsRound` excludes; it also requires every index to lie in exactly one pair. `IsSweep` requires every member of a family to be a round and every pair of distinct indices to occur in exactly one of them.

`exists_parallel_sweep` says that if `α` has `n` elements, with `n` positive and even, then there is a sweep indexed by `Fin (n - 1)` whose rounds each have `n / 2` pairs. `IsSweep.card_rounds` says that any sweep of a nonempty finite set, with finitely many rounds, has one round fewer than there are indices. `IsRound.commute_jacobiRotation` gives the commutation for arbitrary real angles.

Some letters need care. `S` is the schedule, not an overlap matrix. `k` fixes the circle's size in `partner`, but is an orbital label in the commutation theorem, where `k` and `l` play the roles of $u$ and $v$. `jacobiRotation i j θ` has $+\sin\theta$ at position $(i,j)$, so exchanging `i` and `j` reverses the angle.

The result applies to Jacobi diagonalisation of a real symmetric matrix, such as a real Fock matrix in a finite orthonormal basis. One step links it to that use: the theorems take the angles as given, whereas the algorithm computes them from the matrix $A$. The usual angle for $\{i,j\}$ depends only on $A_{ii}$, $A_{jj}$ and $A_{ij}$, which rotations of other orbitals leave alone, so all angles of a round can be computed at its start. Convergence over repeated sweeps is a separate question.

```lean
import Mathlib

open Finset

namespace ParallelJacobi

/-- A round of simultaneous rotations: a set of pairs of distinct indices such that every
index lies in exactly one pair. -/
def IsRound {α : Type*} (R : Finset (Sym2 α)) : Prop :=
  (∀ p ∈ R, ¬ p.IsDiag) ∧ ∀ i : α, ∃! p, p ∈ R ∧ i ∈ p

/-- A full Jacobi sweep: a family of rounds in which every pair of distinct indices occurs
in exactly one round. -/
def IsSweep {α ι : Type*} (S : ι → Finset (Sym2 α)) : Prop :=
  (∀ r, IsRound (S r)) ∧ ∀ p : Sym2 α, ¬ p.IsDiag → ∃! r, p ∈ S r

/-- The round-robin rule: `2k+1` indices sit on a circle and one (`none`) at the centre. In
round `r` the centre meets `r`, and every other `i` meets its mirror image `2r - i`. -/
def partner {k : ℕ} (r : ZMod (2 * k + 1)) :
    Option (ZMod (2 * k + 1)) → Option (ZMod (2 * k + 1))
  | none => some r
  | some i => if i = r then none else some (2 * r - i)

/-- The set of pairs `{i, f i}` formed by a pairing rule `f`. -/
def pairsOf {α : Type*} [Fintype α] [DecidableEq α] (f : α → α) : Finset (Sym2 α) :=
  univ.image fun i => s(i, f i)

/-- The difference between the rotation by `θ` in the plane of two distinct orbitals `i`, `j`
and the identity. -/
noncomputable def rotationPart {α : Type*} [DecidableEq α] (i j : α) (θ : ℝ) :
    Matrix α α ℝ :=
  (Real.cos θ - 1) • (Matrix.single i i 1 + Matrix.single j j 1) +
    Real.sin θ • (Matrix.single i j 1 - Matrix.single j i 1)

/-- The Jacobi rotation by the angle `θ` in the plane of two distinct orbitals `i`, `j`. -/
noncomputable def jacobiRotation {α : Type*} [DecidableEq α] (i j : α) (θ : ℝ) :
    Matrix α α ℝ :=
  1 + rotationPart i j θ

/-- On a circle with an odd number of sites every element has exactly one half. -/
theorem existsUnique_half {k : ℕ} (a : ZMod (2 * k + 1)) : ∃! r, 2 * r = a := by
  have h : (2 * k + 1 : ZMod (2 * k + 1)) = 0 := by
    have h0 := ZMod.natCast_self (2 * k + 1)
    push_cast at h0
    exact h0
  refine ⟨(k + 1) * a, ?_, fun t ht => ?_⟩
  · show 2 * ((k + 1) * a) = a
    linear_combination a * h
  · have ht' : 2 * t = a := ht
    linear_combination (k + 1) * ht' - t * h

/-- Meeting is mutual: the partner of the partner of an index is the index itself. -/
theorem partner_partner {k : ℕ} (r : ZMod (2 * k + 1)) (x : Option (ZMod (2 * k + 1))) :
    partner r (partner r x) = x := by
  rcases x with _ | i
  · simp [partner]
  · by_cases h : i = r
    · simp [partner, h]
    · have h' : 2 * r - i ≠ r := fun h' => h (by linear_combination -h')
      simp [partner, h, h']

/-- No index is ever paired with itself. -/
theorem partner_ne {k : ℕ} (r : ZMod (2 * k + 1)) (x : Option (ZMod (2 * k + 1))) :
    partner r x ≠ x := by
  rcases x with _ | i
  · simp [partner]
  · by_cases h : i = r
    · simp [partner, h]
    · intro h'
      have h2 : 2 * r - i = i := by simpa [partner, h] using h'
      have h3 : 2 * i = 2 * r := by linear_combination -h2
      exact h ((existsUnique_half (2 * r)).unique h3 rfl)

/-- Two distinct indices meet in exactly one round of the round-robin rule. -/
theorem existsUnique_partner {k : ℕ} (x y : Option (ZMod (2 * k + 1))) (hxy : x ≠ y) :
    ∃! r, partner r x = y := by
  rcases x with _ | i <;> rcases y with _ | j
  · exact absurd rfl hxy
  · exact ⟨j, rfl, fun r hr => Option.some.inj hr⟩
  · refine ⟨i, by simp [partner], fun r hr => ?_⟩
    by_contra h
    have h' : ¬ i = r := fun e => h e.symm
    simp [partner, h'] at hr
  · have hij : i ≠ j := fun h => hxy (by rw [h])
    -- the round is the midpoint of `i` and `j`
    obtain ⟨r, hr, hu⟩ := existsUnique_half (i + j)
    have hr' : 2 * r = i + j := hr
    have hir : i ≠ r := by
      intro h
      rw [← h] at hr'
      exact hij (by linear_combination hr')
    have hj : 2 * r - i = j := by linear_combination hr'
    refine ⟨r, by simp [partner, hir, hj], fun t ht => ?_⟩
    have ht' : partner t (some i) = some j := ht
    by_cases h : i = t
    · simp [partner, h] at ht'
    · have h2 : 2 * t - i = j := by simpa [partner, h] using ht'
      have h3 : 2 * t = i + j := by linear_combination h2
      exact hu t h3

/-- For a mutual pairing rule `f`, the pair `{x, y}` is formed exactly when `f` sends `x`
to `y`. -/
theorem mem_pairsOf {α : Type*} [Fintype α] [DecidableEq α] {f : α → α}
    (hf : ∀ x, f (f x) = x) {x y : α} : s(x, y) ∈ pairsOf f ↔ f x = y := by
  rw [pairsOf, Finset.mem_image]
  constructor
  · rintro ⟨i, -, h⟩
    rcases Sym2.eq_iff.mp h with ⟨h1, h2⟩ | ⟨h1, h2⟩
    · rw [← h1, h2]
    · rw [← h2, hf i, h1]
  · intro h
    exact ⟨x, Finset.mem_univ _, by rw [h]⟩

/-- A mutual pairing rule that pairs no index with itself gives a round. -/
theorem isRound_pairsOf {α : Type*} [Fintype α] [DecidableEq α] {f : α → α}
    (hf : ∀ x, f (f x) = x) (hne : ∀ x, f x ≠ x) : IsRound (pairsOf f) := by
  refine ⟨fun p hp hd => ?_, fun i => ?_⟩
  · induction p using Sym2.ind with
    | _ x y =>
      have hxy : x = y := by simpa using hd
      exact hne x (((mem_pairsOf hf).1 hp).trans hxy.symm)
  · refine ⟨s(i, f i), ⟨(mem_pairsOf hf).2 rfl, Sym2.mem_mk_left _ _⟩, ?_⟩
    rintro p ⟨hp, hi⟩
    obtain ⟨j, rfl⟩ := hi
    rw [(mem_pairsOf hf).1 hp]

/-- A round contains half as many pairs as there are indices. -/
theorem IsRound.two_mul_card {α : Type*} [Fintype α] {R : Finset (Sym2 α)}
    (hR : IsRound R) : 2 * R.card = Fintype.card α := by
  classical
  have h1 : ∀ i : α, (R.filter fun p => i ∈ p).card = 1 := by
    intro i
    obtain ⟨p, hp, hu⟩ := hR.2 i
    refine Finset.card_eq_one.2 ⟨p, ?_⟩
    ext q
    rw [Finset.mem_filter, Finset.mem_singleton]
    exact ⟨fun h => hu q h, fun h => h ▸ hp⟩
  have h2 : ∀ p ∈ R, (univ.filter fun i : α => i ∈ p).card = 2 := by
    intro p hp
    have hd := hR.1 p hp
    induction p using Sym2.ind with
    | _ x y =>
      have hxy : x ≠ y := by simpa using hd
      rw [← Finset.card_pair hxy]
      congr 1
      ext i
      simp
  -- count the incidences of indices and pairs in two ways
  have h : ∑ i : α, (R.filter fun p => i ∈ p).card =
      ∑ p ∈ R, (univ.filter fun i : α => i ∈ p).card := by
    simp only [Finset.card_filter]
    exact Finset.sum_comm
  rw [Finset.sum_congr rfl (fun i _ => h1 i), Finset.sum_congr rfl h2] at h
  simp only [Finset.sum_const, Finset.card_univ, smul_eq_mul] at h
  omega

/-- Jacobi rotations belonging to two different pairs of one round commute, whatever their
angles. -/
theorem IsRound.commute_jacobiRotation {α : Type*} [Fintype α] [DecidableEq α]
    {R : Finset (Sym2 α)} (hR : IsRound R) {i j k l : α} (hp : s(i, j) ∈ R)
    (hq : s(k, l) ∈ R) (hne : s(i, j) ≠ s(k, l)) (θ φ : ℝ) :
    jacobiRotation i j θ * jacobiRotation k l φ =
      jacobiRotation k l φ * jacobiRotation i j θ := by
  -- different pairs of a round share no index
  have hd : ∀ x, x ∈ s(i, j) → x ∉ s(k, l) := fun x h1 h2 =>
    hne ((hR.2 x).unique ⟨hp, h1⟩ ⟨hq, h2⟩)
  have hi := hd i (by simp)
  have hj := hd j (by simp)
  simp only [Sym2.mem_iff, not_or] at hi hj
  have key : ∀ (a b c d : α) (s t : ℝ), a ≠ c → a ≠ d → b ≠ c → b ≠ d →
      rotationPart a b s * rotationPart c d t = 0 := by
    intro a b c d s t h1 h2 h3 h4
    simp [rotationPart, mul_add, add_mul, mul_sub, sub_mul, h1, h2, h3, h4]
  have e1 := key i j k l θ φ hi.1 hi.2 hj.1 hj.2
  have e2 := key k l i j φ θ (Ne.symm hi.1) (Ne.symm hj.1) (Ne.symm hi.2) (Ne.symm hj.2)
  simp only [jacobiRotation, mul_add, add_mul, mul_one, one_mul, e1, e2]
  abel

/-- Every full sweep of a nonempty index set has exactly one round fewer than there are
indices. -/
theorem IsSweep.card_rounds {α ι : Type*} [Fintype α] [Nonempty α] [Fintype ι]
    {S : ι → Finset (Sym2 α)} (hS : IsSweep S) :
    Fintype.card ι + 1 = Fintype.card α := by
  classical
  obtain ⟨i⟩ := ‹Nonempty α›
  -- `g r` is the partner of the fixed index `i` in round `r`
  have hg : ∀ r, ∃ j, s(i, j) ∈ S r := by
    intro r
    obtain ⟨p, ⟨hp, hi⟩, -⟩ := (hS.1 r).2 i
    obtain ⟨j, rfl⟩ := hi
    exact ⟨j, hp⟩
  choose g hg using hg
  have hgi : ∀ r, ¬ (s(i, g r)).IsDiag := fun r => (hS.1 r).1 _ (hg r)
  have hinj : Function.Injective g := by
    intro r t h
    have ht := hg t
    rw [← h] at ht
    exact (hS.2 _ (hgi r)).unique (hg r) ht
  have himg : univ.image g = univ.erase i := by
    ext j
    simp only [Finset.mem_image, Finset.mem_univ, true_and, Finset.mem_erase, and_true]
    constructor
    · rintro ⟨r, rfl⟩ h
      exact hgi r (by simp [h])
    · intro hj
      obtain ⟨r, hr, -⟩ := hS.2 s(i, j) (by simpa using Ne.symm hj)
      have h := ((hS.1 r).2 i).unique ⟨hg r, Sym2.mem_mk_left _ _⟩
        ⟨hr, Sym2.mem_mk_left _ _⟩
      exact ⟨r, Sym2.congr_right.1 h⟩
  have hc := Finset.card_erase_add_one (Finset.mem_univ i)
  rw [← himg, Finset.card_image_of_injective _ hinj] at hc
  simpa only [Finset.card_univ] using hc

/-- Parallel Jacobi ordering: for positive even `n`, the pairs of distinct elements of an
`n`-element index set can be arranged in a full sweep of `n - 1` rounds of `n / 2` disjoint
pairs each. -/
theorem exists_parallel_sweep {α : Type*} [Fintype α] {n : ℕ} (hpos : 0 < n) (hn : Even n)
    (hα : Fintype.card α = n) :
    ∃ S : Fin (n - 1) → Finset (Sym2 α), IsSweep S ∧ ∀ r, (S r).card = n / 2 := by
  classical
  obtain ⟨k, hk⟩ : ∃ k, n = 2 * k + 2 := by
    obtain ⟨j, hj⟩ := hn
    exact ⟨j - 1, by omega⟩
  -- label the indices by the circle and its centre, and the rounds by the circle
  let e : α ≃ Option (ZMod (2 * k + 1)) := Fintype.equivOfCardEq (by
    rw [Fintype.card_option, ZMod.card]; omega)
  let g : Fin (n - 1) ≃ ZMod (2 * k + 1) := Fintype.equivOfCardEq (by
    rw [Fintype.card_fin, ZMod.card]; omega)
  let f : Fin (n - 1) → α → α := fun r x => e.symm (partner (g r) (e x))
  have hf : ∀ r x, f r (f r x) = x := fun r x => by simp [f, partner_partner]
  have hne : ∀ r x, f r x ≠ x := fun r x h =>
    partner_ne (g r) (e x) ((Equiv.symm_apply_eq e).1 h)
  have hround : ∀ r, IsRound (pairsOf (f r)) := fun r => isRound_pairsOf (hf r) (hne r)
  refine ⟨fun r => pairsOf (f r), ⟨hround, fun p hp => ?_⟩, fun r => ?_⟩
  · induction p using Sym2.ind with
    | _ x y =>
      have hxy : x ≠ y := by simpa using hp
      obtain ⟨r, hr, hu⟩ := existsUnique_partner (e x) (e y) (e.injective.ne hxy)
      have hr' : partner r (e x) = e y := hr
      have hm : s(x, y) ∈ pairsOf (f (g.symm r)) :=
        (mem_pairsOf (hf _)).2 (by simp [f, hr'])
      refine ⟨g.symm r, hm, fun t ht => ?_⟩
      have h1 : f t x = y := (mem_pairsOf (hf t)).1 ht
      have h2 : partner (g t) (e x) = e y := (Equiv.symm_apply_eq e).1 h1
      exact (Equiv.eq_symm_apply g).2 (hu _ h2)
  · have h := (hround r).two_mul_card
    show (pairsOf (f r)).card = n / 2
    omega

end ParallelJacobi
```

```lean
#print axioms ParallelJacobi.IsRound.commute_jacobiRotation
-- 'ParallelJacobi.IsRound.commute_jacobiRotation' depends on axioms: [propext, Classical.choice, Quot.sound]
#print axioms ParallelJacobi.IsSweep.card_rounds
-- 'ParallelJacobi.IsSweep.card_rounds' depends on axioms: [propext, Classical.choice, Quot.sound]
#print axioms ParallelJacobi.exists_parallel_sweep
-- 'ParallelJacobi.exists_parallel_sweep' depends on axioms: [propext, Classical.choice, Quot.sound]
```

## From the circle to arbitrary labels

In the code the centre is `none` and a circle site is `some i`. `existsUnique_half` is the halving step; its `linear_combination` calls use $2k+1=0$ on the circle. `partner_partner` and `partner_ne` show that meeting is mutual and never with oneself, by splitting into centre, $i=r$ and $i\ne r$. `existsUnique_partner` finds the one round for two distinct indices, taking the midpoint when both are on the circle.

`pairsOf` turns a pairing rule into a set of pairs. By `mem_pairsOf`, a mutual rule `f` forms $\{x,y\}$ exactly when `f x = y`, and `isRound_pairsOf` deduces that the set is a round. In `IsRound.two_mul_card`, `Finset.sum_comm` exchanges the two sums of the incidence count.

The main theorem chooses a bijection `e` from `α` to the circle with its centre, and a bijection `g` from the round numbers to the circle. It carries the rule over as `e.symm (partner (g r) (e x))`, and the lemmas above then supply the sweep and the size of its rounds.

For commutation, the uniqueness clause of `IsRound` shows that different pairs share no index, `key` makes the cross products vanish, and `abel` reorders the remaining sum. In `IsSweep.card_rounds`, `choose` picks the partner of a fixed orbital in each round; this map is injective and its image is everything except that orbital.
